# The Wick Pfaffian of (x_i − x_j)/(x_i + x_j) is a product over pairs for an even number of distinct points

The vacuum correlator of an even number of free neutral fermion fields can be treated as an operator expectation value or as a rational function of the field positions, and I take the second view. The fields meant here are the neutral fermions of the BKP hierarchy, scaled so that their two-point function is (u − v)/(u + v), and not Majorana fields with the two-point function 1/(u − v). Wick's theorem then gives me a Pfaffian, a signed sum over all pairings of the points. The vertex-operator form of the same correlator is a single product of two-point functions over all pairs. Already at four points I have three terms with two factors each on one side, and one term with six factors on the other. How does the signed sum collapse to a product?

## One partner sum, evaluated by partial fractions

It collapses one row at a time. Expand the Pfaffian along its first row, and the sum over partners of the first point turns out to be a partial-fraction expansion. Write

c(u, v) = (u − v)/(u + v)

and, for a list of points z_0, z_1, …, let

C(z) = Π_(i<j) c(z_i, z_j).

Both the Pfaffian and C equal 1 for no points. For m + 2 points with m even, call the first point t and the others y_0, …, y_m, an odd number. All points are distinct and no two of them sum to zero. If the smaller Pfaffians are already known to be products, the claim becomes

Σ_j (−1)^j c(t, y_j) C(y without y_j) = Π_k c(t, y_k) · C(y).

**Pulling out a point.** Exactly j points stand before y_j, and c(u, v) = −c(v, u), so

C(y) = (−1)^j · Π_(k≠j) c(y_j, y_k) · C(y without y_j).

With the weights

R_j = Π_(k≠j) (y_j + y_k)/(y_j − y_k)

this says (−1)^j C(y without y_j) = R_j C(y). What remains to be shown is

Σ_j R_j c(t, y_j) = Π_k c(t, y_k).

**Partial fractions.** For a finite set S of distinct points and s outside S, let P_S(s) = Π_(k∈S) (s + y_k)/(s − y_k), with R_j now formed within S. Then

P_S(s) = 1 + Σ_(j∈S) R_j · 2y_j/(s − y_j).

For empty S this is 1 = 1. Adding a point a multiplies each old R_j by −(a + y_j)/(a − y_j), and the weight of a itself is P_S(a). For each old pole y,

−(a + y)/(a − y) · 2y/(s − y) = (s + a)/(s − a) · 2y/(s − y) − 2a/(s − a) · 2y/(a − y).

Summing with the old weights and using the expansion for S at s and at a, the right-hand side for the larger set is

1 + (s + a)/(s − a) · (P_S(s) − 1) − 2a/(s − a) · (P_S(a) − 1) + P_S(a) · 2a/(s − a).

The terms with P_S(a) cancel. The constants give 1 − (s + a)/(s − a) + 2a/(s − a) = 0, which leaves (s + a)/(s − a) · P_S(s), the product for the larger set.

**The sum of the weights.** Let N be the sum of the R_j over S. Since −(a + y)/(a − y) = −1 − 2y/(a − y), adding a changes it to

P_S(a) − N − (P_S(a) − 1) = 1 − N.

It starts at 0 for the empty set, so it is 0 for an even number of points and 1 for an odd number.

**Putting s = −t.** The product P(−t) over all the y_k is Π_k c(t, y_k), and c(t, y_j) = 1 + 2y_j/(−t − y_j). Hence

Σ_j R_j c(t, y_j) = 1 + (Π_k c(t, y_k) − 1) = Π_k c(t, y_k),

where the first 1 is the sum of the weights for an odd number of points. This is the row identity, and induction in steps of two gives the product for every even number of points.

## What the theorem says

In `schur_pfaffian`, `F` is any field, of any characteristic, and `x : Fin m → F` lists m points numbered from 0, with `Even m`. The hypothesis `hx` makes the points distinct, and `h` keeps them away from the poles of the two-point function. For complex points of different moduli, as in a radially ordered correlator, both hold automatically. The conclusion is that the Pfaffian of the matrix with entries `contraction (x i) (x j)` equals `correlator x`.

The function `pfaffian` is the signed first-row expansion. Its index j counts the partners of point 0 from zero, so the partner is point j + 1, and the map `(j.succAbove a).succ` deletes rows and columns 0 and j + 1. Only entries above the diagonal are ever read.

Two names need care. `correlator` is by definition the product over i < j, not an expectation value, and `residue` is the weight R_j, whereas the residue of P_S at y_j is 2y_j R_j. The normalisation is fixed as well: if the fields are scaled so that their two-point function is half of `contraction`, the m-point function acquires a factor 2^(−m/2).

The step from here to the fermions is the operator statement that the vacuum expectation value obeys Wick's theorem with this two-point function. No Fock space or vertex operator appears in the code.

Distinctness is assumed because the weights divide by differences. The identity itself survives coincident points if all pair sums stay nonzero, since both sides then vanish by antisymmetry, but that is a textbook argument added here and not part of the theorem.

For free neutral fermions at finitely many points, and for this particular two-point function, the result replaces the evaluation of a Pfaffian by m(m − 1)/2 factors. It also supplies a closed value to compare with the output of a numerical Pfaffian routine.

```lean
import Mathlib

open Finset

namespace SchurPfaffian

variable {F : Type*} [Field F] {ι : Type*} [DecidableEq ι]

/-- The Pfaffian by signed expansion along the first row; it is set to zero in odd size. -/
def pfaffian : (m : ℕ) → Matrix (Fin m) (Fin m) F → F
  | 0, _ => 1
  | 1, _ => 0
  | m + 2, A => ∑ j : Fin (m + 1), (-1) ^ (j : ℕ) * A 0 j.succ *
      pfaffian m (A.submatrix (fun a => (j.succAbove a).succ) (fun a => (j.succAbove a).succ))

/-- The neutral-fermion two-point function `(u - v) / (u + v)`, for `u + v ≠ 0`. -/
def contraction (u v : F) : F := (u - v) / (u + v)

/-- The vertex-operator correlator: the product of the two-point functions over all pairs
`i < j`, for points with `x i + x j ≠ 0` whenever `i ≠ j`. -/
def correlator {m : ℕ} (x : Fin m → F) : F :=
  ∏ i, ∏ j, if i < j then contraction (x i) (x j) else 1

/-- The weight of point `j` in the set `S`: the product of `(x j + x k) / (x j - x k)` over the
other points `k` of `S`, for points with distinct values. -/
def residue (x : ι → F) (S : Finset ι) (j : ι) : F :=
  ∏ k ∈ S.erase j, (x j + x k) / (x j - x k)

/-- Pulling the point `j` out of the correlator gives the sign `(-1) ^ j` and its contractions
with all other points. -/
theorem correlator_split {m : ℕ} (x : Fin (m + 1) → F) (j : Fin (m + 1)) :
    correlator x = (-1) ^ (j : ℕ) * (∏ k, contraction (x j) (x (j.succAbove k))) *
      correlator (fun k => x (j.succAbove k)) := by
  -- one factor -1 for every point standing before j
  have sign : ∀ n i : ℕ, i ≤ n →
      ∏ k : Fin n, (if (k : ℕ) < i then (-1 : F) else 1) = (-1) ^ i := by
    intro n
    induction n with
    | zero =>
      intro i hi
      obtain rfl : i = 0 := by omega
      simp
    | succ n ih =>
      intro i hi
      cases i with
      | zero => simp
      | succ i =>
        rw [Fin.prod_univ_succ, pow_succ', ← ih i (by omega)]
        simp
  have inner : ∀ i, (∏ k, if i < k then contraction (x i) (x k) else 1) =
      (if i < j then contraction (x i) (x j) else 1) *
        ∏ k, if i < j.succAbove k then contraction (x i) (x (j.succAbove k)) else 1 :=
    fun i => Fin.prod_univ_succAbove _ j
  have mono : ∀ i k, j.succAbove i < j.succAbove k ↔ i < k :=
    fun i k => (Fin.strictMono_succAbove j).lt_iff_lt
  unfold correlator
  rw [Fin.prod_univ_succAbove _ j]
  simp only [inner, mono, lt_irrefl, if_false, one_mul, prod_mul_distrib]
  rw [← mul_assoc]
  congr 1
  rw [← prod_mul_distrib, ← sign m j (Nat.le_of_lt_succ j.isLt), ← prod_mul_distrib]
  refine prod_congr rfl fun k _ => ?_
  by_cases h : (k : ℕ) < j
  · have h1 : j.succAbove k < j := by
      rw [Fin.succAbove_of_castSucc_lt j k h]
      exact h
    rw [if_neg (not_lt_of_gt h1), if_pos h1, if_pos h]
    unfold contraction
    rw [add_comm (x (j.succAbove k)) (x j)]
    ring
  · have h1 : j < j.succAbove k := by
      rw [Fin.succAbove_of_le_castSucc j k (not_lt.mp h)]
      exact Nat.lt_succ_of_le (not_lt.mp h)
    rw [if_pos h1, if_neg (not_lt_of_gt h1), if_neg h]
    ring

/-- Adding a new point `a` to the set multiplies the weight of an old point by one factor. -/
theorem residue_insert (x : ι → F) {S : Finset ι} {a j : ι} (ha : a ∉ S) (hj : j ∈ S) :
    residue x (insert a S) j = -((x a + x j) / (x a - x j)) * residue x S j := by
  have hne : a ≠ j := fun h => ha (by rw [h]; exact hj)
  unfold residue
  rw [erase_insert_of_ne hne, prod_insert (fun h => ha (mem_of_mem_erase h)),
    ← neg_sub (x a) (x j), div_neg, add_comm (x j) (x a)]

/-- Partial fractions of `∏ (t + x k) / (t - x k)` for distinct points, away from its poles. -/
theorem partial_fractions {x : ι → F} (hx : Function.Injective x) (S : Finset ι) :
    ∀ t : F, (∀ k ∈ S, t ≠ x k) → ∏ k ∈ S, (t + x k) / (t - x k) =
      1 + ∑ j ∈ S, residue x S j * (2 * x j / (t - x j)) := by
  induction S using Finset.induction_on with
  | empty => simp
  | insert a S ha ih =>
    intro t ht
    have hta : t - x a ≠ 0 := sub_ne_zero.mpr (ht a (mem_insert_self a S))
    have ht' : ∀ k ∈ S, t ≠ x k := fun k hk => ht k (mem_insert_of_mem hk)
    have hak : ∀ k ∈ S, x a ≠ x k := fun k hk h => ha (by rw [hx h]; exact hk)
    -- separate the poles at x a and x j
    have step : ∑ j ∈ S, residue x (insert a S) j * (2 * x j / (t - x j)) =
        (t + x a) / (t - x a) * ∑ j ∈ S, residue x S j * (2 * x j / (t - x j)) -
        2 * x a / (t - x a) * ∑ j ∈ S, residue x S j * (2 * x j / (x a - x j)) := by
      rw [mul_sum, mul_sum, ← sum_sub_distrib]
      refine sum_congr rfl fun j hj => ?_
      rw [residue_insert x ha hj]
      have h1 : t - x j ≠ 0 := sub_ne_zero.mpr (ht' j hj)
      have h2 : x a - x j ≠ 0 := sub_ne_zero.mpr (hak j hj)
      field_simp
      ring
    have self : residue x (insert a S) a = ∏ k ∈ S, (x a + x k) / (x a - x k) := by
      unfold residue
      rw [erase_insert ha]
    rw [prod_insert ha, sum_insert ha, self, ih t ht', ih (x a) hak, step]
    linear_combination div_self hta

/-- For distinct points the weights add up to 0 if their number is even and to 1 if it is odd. -/
theorem sum_residue {x : ι → F} (hx : Function.Injective x) (S : Finset ι) :
    ∑ j ∈ S, residue x S j = if Even S.card then 0 else 1 := by
  induction S using Finset.induction_on with
  | empty => simp
  | insert a S ha ih =>
    have hak : ∀ k ∈ S, x a ≠ x k := fun k hk h => ha (by rw [hx h]; exact hk)
    have step : ∑ j ∈ S, residue x (insert a S) j = -(∑ j ∈ S, residue x S j) -
        ∑ j ∈ S, residue x S j * (2 * x j / (x a - x j)) := by
      rw [← sum_neg_distrib, ← sum_sub_distrib]
      refine sum_congr rfl fun j hj => ?_
      rw [residue_insert x ha hj]
      linear_combination (-residue x S j) * div_self (sub_ne_zero.mpr (hak j hj))
    have self : residue x (insert a S) a = ∏ k ∈ S, (x a + x k) / (x a - x k) := by
      unfold residue
      rw [erase_insert ha]
    rw [sum_insert ha, self, partial_fractions hx S (x a) hak, step, ih,
      card_insert_of_notMem ha]
    by_cases h : Even S.card
    · rw [if_pos h, if_neg (fun h' => Nat.even_add_one.mp h' h)]
      ring
    · rw [if_neg h, if_pos (Nat.even_add_one.mpr h)]
      ring

/-- Wick expansion of an extra point `t` against an odd number of distinct points, when no two
of all these points sum to zero: the signed sum over its partners is again a product. -/
theorem correlator_row {m : ℕ} (hm : Even m) (y : Fin (m + 1) → F) (t : F)
    (hx : Function.Injective y) (ht : ∀ k, t + y k ≠ 0) (hy : ∀ i j, i ≠ j → y i + y j ≠ 0) :
    ∑ j : Fin (m + 1), (-1) ^ (j : ℕ) * contraction t (y j) *
      correlator (fun k => y (j.succAbove k)) = (∏ k, contraction t (y k)) * correlator y := by
  -- removing j multiplies the correlator by the weight of j, up to sign
  have key : ∀ j : Fin (m + 1), (-1) ^ (j : ℕ) * correlator (fun k => y (j.succAbove k)) =
      residue y univ j * correlator y := by
    intro j
    have himg : univ.erase j = univ.image j.succAbove := by
      ext k
      simp
    have hres : residue y univ j =
        ∏ k, (y j + y (j.succAbove k)) / (y j - y (j.succAbove k)) := by
      unfold residue
      rw [himg, prod_image]
      intro a _ b _ hab
      exact Fin.succAbove_right_injective hab
    have h1 : residue y univ j * ∏ k, contraction (y j) (y (j.succAbove k)) = 1 := by
      rw [hres, ← prod_mul_distrib]
      refine prod_eq_one fun k _ => ?_
      have hne : j ≠ j.succAbove k := (Fin.succAbove_ne j k).symm
      unfold contraction
      rw [← inv_div (y j - y (j.succAbove k)) (y j + y (j.succAbove k))]
      exact inv_mul_cancel₀ (div_ne_zero (sub_ne_zero.mpr (hx.ne hne)) (hy _ _ hne))
    rw [correlator_split y j]
    linear_combination (-(-1) ^ (j : ℕ) * correlator (fun k => y (j.succAbove k))) * h1
  have hodd : ¬ Even (univ : Finset (Fin (m + 1))).card := by
    rw [card_univ, Fintype.card_fin]
    exact Nat.not_even_iff_odd.mpr hm.add_one
  have tot := sum_residue hx univ
  rw [if_neg hodd] at tot
  -- partial fractions at -t
  have pf := partial_fractions hx univ (-t) (fun k _ h => ht k (by linear_combination -h))
  have e1 : ∏ k, (-t + y k) / (-t - y k) = ∏ k, contraction t (y k) := by
    refine prod_congr rfl fun k _ => ?_
    unfold contraction
    rw [← neg_div_neg_eq (-t + y k) (-t - y k)]
    congr 1 <;> ring
  have e2 : ∑ j, residue y univ j * contraction t (y j) =
      ∑ j, residue y univ j + ∑ j, residue y univ j * (2 * y j / (-t - y j)) := by
    rw [← sum_add_distrib]
    refine sum_congr rfl fun j _ => ?_
    have hn : -t - y j = -(t + y j) := by ring
    rw [hn, div_neg]
    unfold contraction
    linear_combination residue y univ j * div_self (ht j)
  have total : ∏ k, contraction t (y k) = ∑ j, residue y univ j * contraction t (y j) := by
    rw [e2, tot, ← e1, pf]
  rw [total, sum_mul]
  refine sum_congr rfl fun j _ => ?_
  linear_combination contraction t (y j) * key j

/-- **Schur's Pfaffian**: for an even number of distinct points, no two of which sum to zero,
the Pfaffian of the two-point functions equals their product over all pairs `i < j`. -/
theorem schur_pfaffian {m : ℕ} (hm : Even m) (x : Fin m → F) (hx : Function.Injective x)
    (h : ∀ i j, i ≠ j → x i + x j ≠ 0) :
    pfaffian m (Matrix.of fun i j => contraction (x i) (x j)) = correlator x := by
  induction m using Nat.twoStepInduction with
  | zero => simp [pfaffian, correlator]
  | one => exact absurd hm Nat.not_even_one
  | more m ih _ =>
    have hm' : Even m := by
      obtain ⟨r, hr⟩ := hm
      exact ⟨r - 1, by omega⟩
    have first : correlator x = (∏ k : Fin (m + 1), contraction (x 0) (x k.succ)) *
        correlator (fun k : Fin (m + 1) => x k.succ) := by
      simpa using correlator_split x 0
    have row := correlator_row hm' (fun k => x k.succ) (x 0)
      (fun a b e => Fin.succ_injective _ (hx e))
      (fun k => h 0 k.succ (Fin.succ_ne_zero k).symm)
      (fun a b hab => h _ _ (fun e => hab (Fin.succ_injective _ e)))
    rw [first]
    refine Eq.trans ?_ row
    rw [pfaffian]
    refine sum_congr rfl fun j _ => ?_
    -- the remaining points form a smaller Pfaffian of the same kind
    have inj : Function.Injective (fun k : Fin m => (j.succAbove k).succ) :=
      fun a b e => Fin.succAbove_right_injective (Fin.succ_injective _ e)
    have rest := ih hm' (fun k => x (j.succAbove k).succ) (fun a b e => inj (hx e))
      (fun a b hab => h _ _ (inj.ne hab))
    exact congrArg (fun z => (-1) ^ (j : ℕ) * contraction (x 0) (x j.succ) * z) rest

end SchurPfaffian
```

```lean
#print axioms SchurPfaffian.schur_pfaffian
```

```
'SchurPfaffian.schur_pfaffian' depends on axioms: [propext, Classical.choice, Quot.sound]
```

## From the hand derivation to the Lean proof

`correlator_split` pulls out a point. `Fin.prod_univ_succAbove` separates the factors that contain point j, and the local fact `sign` counts one −1 for each point before it. The final case split asks whether the other point stands before or after j.

`residue_insert` is the factor −(a + y_j)/(a − y_j) gained by an old weight. `partial_fractions` and `sum_residue` are both inductions on the finite set. In the first, `step` is the separation of the poles at a and y, checked by `field_simp` and `ring`, and the induction hypothesis is used twice, at `t` (the s above) and at `x a`. In the second, `step` splits off −1 from the new factor, and the expansion at `x a` produces the change from N to 1 − N.

`correlator_row` is the row identity. Its `key` is (−1)^j C(y without y_j) = R_j C(y), obtained from `correlator_split` and the fact that R_j is the inverse of the product of contractions of y_j. Then `pf` is the partial-fraction expansion at −t, `e1` recognises its left side as the product of contractions, and `e2` rewrites each contraction as 1 plus a pole term. The value 1 for the sum of the weights enters through `tot`.

`schur_pfaffian` uses `Nat.twoStepInduction`. Size zero is immediate, and size one contradicts evenness. In the step, `first` pulls point 0 out of the full product, `row` expands the result over its partners, and `rest` applies the induction hypothesis to the points that remain after a partner is removed. The two sums then agree term by term.
